# The Wronskian at R of two ultrasoft radial solutions that vanish at the origin is 2(e₁ − e₂) times their ultrasoft scalar product

**Q:** When I generate an ultrasoft pseudopotential, I compare its logarithmic derivative at the matching radius $R$ with the all-electron one over a range of energies. At a reference energy I expect the slopes to agree as well, because the augmentation charges restore the norm inside the sphere. What identity is behind that, and does your formal version contain the physics?

**A:** The identity relates boundary values at $R$ to a scalar product inside the sphere. In Hartree units, for one angular-momentum channel, the radial function $u$ ($r$ times the radial part of the orbital) obeys

$$u''=2(V-e)u+2\sum_{ij}p_i\,(D-e\,q)_{ij}\,c_j,\qquad c_i=\int_0^R p_i u\,dr .$$

Here $V$ is the local potential including the centrifugal term, $e$ the energy, $p_i$ the radial projectors (multiplied by $r$, like $u$, and zero beyond $R$), $D$ the matrix of nonlocal strengths and $q$ the matrix of augmentation charges. Take solutions $u_1,u_2$ at energies $e_1,e_2$, both zero at the origin, with coefficients $c_{1,i}$ and $c_{2,i}$. For continuous projectors and symmetric $D$ and $q$,

$$(u_1u_2'-u_1'u_2)(R)=2(e_1-e_2)\Big(\int_0^R u_1u_2\,dr+\sum_{ij}c_{1,i}\,q_{ij}\,c_{2,j}\Big).$$

The bracket is the ultrasoft scalar product, which I write $\langle u_1|S|u_2\rangle$, restricted to the sphere. The slope formula follows from this identity for a suitable family of solutions. Both concern a fixed, non-relativistic radial problem.

**Q:** Show me the quantities in Lean first.

**A:** The index type `ι` labels a finite set of projectors. It may be empty, which leaves a purely local potential.

```lean
import Mathlib

open Set Filter Topology

namespace UltrasoftWronskian

noncomputable section

variable {ι : Type*} [Fintype ι]
```

`projCoeff` is $c_i$.

```lean
/-- The projection `c_i = ∫₀ᴿ p_i u` of a radial function on the `i`-th projector. -/
def projCoeff (R : ℝ) (p : ι → ℝ → ℝ) (u : ℝ → ℝ) (i : ι) : ℝ :=
  ∫ r in (0 : ℝ)..R, p i r * u r
```

`strength` is $s_i=\sum_j(D-eq)_{ij}c_j$, an amplitude that enters the equation for $u''$ through the term $2\sum_i p_is_i$. The name is local to this file.

```lean
/-- The amplitude `∑_j (D - e q)_ij c_j` at energy `e`; twice this amplitude multiplies the
projector `p_i` in the radial equation for `u''`. -/
def strength (R : ℝ) (p : ι → ℝ → ℝ) (D q : Matrix ι ι ℝ) (e : ℝ) (u : ℝ → ℝ) (i : ι) : ℝ :=
  ∑ j, (D i j - e * q i j) * projCoeff R p u j
```

`overlap` is the scalar product $\langle u|S|v\rangle$, not the operator $S$. Nothing requires it to be positive, since $q$ is later assumed only to be symmetric.

```lean
/-- The ultrasoft scalar product `∫₀ᴿ u v + ∑_ij c_i(u) q_ij c_j(v)`. -/
def overlap (R : ℝ) (p : ι → ℝ → ℝ) (q : Matrix ι ι ℝ) (u v : ℝ → ℝ) : ℝ :=
  (∫ r in (0 : ℝ)..R, u r * v r) +
    ∑ i, ∑ j, projCoeff R p u i * q i j * projCoeff R p v j
```

**Q:** What counts as a solution? Real potentials are singular at the nucleus.

**A:** A solution is a pair: `u`, and `du` for its derivative. Both are continuous on $[0,R]$, `u` vanishes at $0$, and the differential equation holds at interior points only.

```lean
/-- `u`, with derivative `du`, vanishes at the origin and solves the ultrasoft radial equation
`u'' = 2 (V - e) u + 2 ∑_ij p_i (D - e q)_ij c_j` inside the sphere of radius `R`;
`u` and `du` are continuous up to the boundary. -/
structure IsSolution (R : ℝ) (V : ℝ → ℝ) (p : ι → ℝ → ℝ) (D q : Matrix ι ι ℝ) (e : ℝ)
    (u du : ℝ → ℝ) : Prop where
  cont : ContinuousOn u (Icc 0 R)
  dcont : ContinuousOn du (Icc 0 R)
  origin : u 0 = 0
  deriv : ∀ r ∈ Ioo 0 R, HasDerivAt u (du r) r
  eqn : ∀ r ∈ Ioo 0 R, HasDerivAt du
    (2 * (V r - e) * u r + 2 * ∑ i, p i r * strength R p D q e u i) r
```

There is no continuity condition on `V`, so Coulomb and centrifugal singularities at the origin are admitted, provided that the solution and its derivative remain continuous there. A step in `V` is a different matter. With continuous projectors, `V` cannot jump at an interior point where `u` is nonzero, because the equation must hold at that point too and a derivative cannot have a jump.

**Q:** How does $V$ disappear, given that the equation is nonlocal?

**A:** Write $W=u_1u_2'-u_1'u_2$, and $s_{1,i}$, $s_{2,i}$ for the two solutions' amplitudes. The terms $u_1'u_2'$ cancel, so

$$\begin{aligned}W'&=u_1u_2''-u_1''u_2\\&=2(V-e_2)u_1u_2-2(V-e_1)u_1u_2+2\sum_i p_i(s_{2,i}u_1-s_{1,i}u_2)\\&=2(e_1-e_2)u_1u_2+2\sum_i p_i(s_{2,i}u_1-s_{1,i}u_2).\end{aligned}$$

The local potential cancels point by point, while the projector terms survive. In Lean, the product rule is applied to both terms of $W$, `hs` takes the common factors out of the sum over projectors, and `ring` performs the cancellation.

```lean
variable {R e₁ e₂ : ℝ} {V u₁ du₁ u₂ du₂ : ℝ → ℝ} {p : ι → ℝ → ℝ} {D q : Matrix ι ι ℝ}

/-- The local potential drops out of the derivative of the Wronskian of two solutions; the
energy difference and the projector terms remain. -/
theorem wronskian_hasDerivAt (h₁ : IsSolution R V p D q e₁ u₁ du₁)
    (h₂ : IsSolution R V p D q e₂ u₂ du₂) {r : ℝ} (hr : r ∈ Ioo 0 R) :
    HasDerivAt (fun r => u₁ r * du₂ r - du₁ r * u₂ r)
      (2 * (e₁ - e₂) * (u₁ r * u₂ r) + 2 * ∑ i, (strength R p D q e₂ u₂ i * (p i r * u₁ r)
        - strength R p D q e₁ u₁ i * (p i r * u₂ r))) r := by
  refine (((h₁.deriv r hr).fun_mul (h₂.eqn r hr)).fun_sub
    ((h₁.eqn r hr).fun_mul (h₂.deriv r hr))).congr_deriv ?_
  have hs : ∑ i, (strength R p D q e₂ u₂ i * (p i r * u₁ r)
        - strength R p D q e₁ u₁ i * (p i r * u₂ r))
      = u₁ r * ∑ i, p i r * strength R p D q e₂ u₂ i
        - u₂ r * ∑ i, p i r * strength R p D q e₁ u₁ i := by
    rw [Finset.sum_sub_distrib, Finset.mul_sum, Finset.mul_sum]
    congr 1 <;> exact Finset.sum_congr rfl fun i _ => by ring
  rw [hs]
  ring
```

**Q:** Those surviving terms contain $D$, but your result contains only $q$.

**A:** That happens after integration. Since $\int_0^R p_iu_1\,dr=c_{1,i}$, and likewise for $u_2$, the projector part becomes twice

$$\sum_{ij}\big[c_{1,i}(D-e_2q)_{ij}c_{2,j}-c_{2,i}(D-e_1q)_{ij}c_{1,j}\big].$$

Exchange $i$ and $j$ in the second term and use the symmetry of $D$ and $q$. It becomes $c_{1,i}(D-e_1q)_{ij}c_{2,j}$, so $D$ cancels and $(e_1-e_2)\sum_{ij}c_{1,i}q_{ij}c_{2,j}$ remains. The lemma states this for any real vectors `c` and `d`. Its step `swap` is the exchange of indices.

```lean
/-- For symmetric `D` and `q`, the antisymmetrised projector terms reduce to
`(e₁ - e₂) cᵀ q d`. -/
theorem projector_terms (hD : D.IsSymm) (hq : q.IsSymm) (e₁ e₂ : ℝ) (c d : ι → ℝ) :
    ∑ i, ((∑ j, (D i j - e₂ * q i j) * d j) * c i - (∑ j, (D i j - e₁ * q i j) * c j) * d i)
      = (e₁ - e₂) * ∑ i, ∑ j, c i * q i j * d j := by
  -- exchange the two projector indices in the second term
  have swap : ∑ i, (∑ j, (D i j - e₁ * q i j) * c j) * d i
      = ∑ i, ∑ j, (D i j - e₁ * q i j) * c i * d j := by
    simp_rw [Finset.sum_mul]
    rw [Finset.sum_comm]
    refine Finset.sum_congr rfl fun i _ => Finset.sum_congr rfl fun j _ => ?_
    rw [hD.apply i j, hq.apply i j]
  rw [Finset.sum_sub_distrib, swap, Finset.mul_sum, ← Finset.sum_sub_distrib]
  refine Finset.sum_congr rfl fun i _ => ?_
  rw [Finset.sum_mul, Finset.mul_sum, ← Finset.sum_sub_distrib]
  exact Finset.sum_congr rfl fun j _ => by ring
```

**Q:** And the lower limit of the integral?

**A:** $W(0)=0$, because both functions vanish there and their derivatives are finite. Thus

$$W(R)=\int_0^R W'\,dr=2(e_1-e_2)\int_0^R u_1u_2\,dr+2(e_1-e_2)\sum_{ij}c_{1,i}q_{ij}c_{2,j},$$

which is the identity. The Lean proof uses a form of the fundamental theorem of calculus that needs continuity of $W$ on the closed interval, its derivative in the interior, and an integrable derivative. Integrability comes from the formula for $W'$ without $V$, whose terms are continuous. `hW` is the integrated equation, `hI` identifies the projector integrals with the $c_i$, and `hS` supplies the matrix algebra. The last line combines them.

```lean
/-- Ultrasoft Wronskian identity: for continuous projectors and symmetric `D`, `q`, the Wronskian
of two solutions at `R` is `2 (e₁ - e₂)` times their ultrasoft scalar product. -/
theorem ultrasoft_wronskian (hR : 0 ≤ R) (hp : ∀ i, ContinuousOn (p i) (Icc 0 R))
    (hD : D.IsSymm) (hq : q.IsSymm) (h₁ : IsSolution R V p D q e₁ u₁ du₁)
    (h₂ : IsSolution R V p D q e₂ u₂ du₂) :
    u₁ R * du₂ R - du₁ R * u₂ R = 2 * (e₁ - e₂) * overlap R p q u₁ u₂ := by
  have hA : ContinuousOn (fun r => 2 * (e₁ - e₂) * (u₁ r * u₂ r)) (Icc 0 R) :=
    continuousOn_const.mul (h₁.cont.mul h₂.cont)
  have hP (i : ι) : ContinuousOn (fun r => strength R p D q e₂ u₂ i * (p i r * u₁ r))
      (Icc 0 R) := continuousOn_const.mul ((hp i).mul h₁.cont)
  have hQ (i : ι) : ContinuousOn (fun r => strength R p D q e₁ u₁ i * (p i r * u₂ r))
      (Icc 0 R) := continuousOn_const.mul ((hp i).mul h₂.cont)
  have hPQ (i : ι) : ContinuousOn (fun r => strength R p D q e₂ u₂ i * (p i r * u₁ r)
      - strength R p D q e₁ u₁ i * (p i r * u₂ r)) (Icc 0 R) := (hP i).sub (hQ i)
  have hB : ContinuousOn (fun r => 2 * ∑ i, (strength R p D q e₂ u₂ i * (p i r * u₁ r)
      - strength R p D q e₁ u₁ i * (p i r * u₂ r))) (Icc 0 R) :=
    continuousOn_const.mul (continuousOn_finsetSum _ fun i _ => hPQ i)
  -- integrate the derivative of the Wronskian over the sphere
  have hW := intervalIntegral.integral_eq_sub_of_hasDerivAt_of_le
    (f := fun r => u₁ r * du₂ r - du₁ r * u₂ r) hR
    ((h₁.cont.mul h₂.dcont).sub (h₁.dcont.mul h₂.cont))
    (fun r hr => wronskian_hasDerivAt h₁ h₂ hr)
    ((hA.add hB).intervalIntegrable_of_Icc hR)
  have hI (i : ι) : ∫ r in (0 : ℝ)..R, (strength R p D q e₂ u₂ i * (p i r * u₁ r)
        - strength R p D q e₁ u₁ i * (p i r * u₂ r))
      = strength R p D q e₂ u₂ i * projCoeff R p u₁ i
        - strength R p D q e₁ u₁ i * projCoeff R p u₂ i := by
    rw [intervalIntegral.integral_sub ((hP i).intervalIntegrable_of_Icc hR)
      ((hQ i).intervalIntegrable_of_Icc hR), intervalIntegral.integral_const_mul,
      intervalIntegral.integral_const_mul]
    rfl
  rw [intervalIntegral.integral_add (hA.intervalIntegrable_of_Icc hR)
    (hB.intervalIntegrable_of_Icc hR), intervalIntegral.integral_const_mul,
    intervalIntegral.integral_const_mul, intervalIntegral.integral_finsetSum
      (fun i _ => (hPQ i).intervalIntegrable_of_Icc hR)] at hW
  simp only [hI] at hW
  have hS := projector_terms hD hq e₁ e₂ (projCoeff R p u₁) (projCoeff R p u₂)
  simp only [strength, h₁.origin, h₂.origin] at hW
  unfold overlap
  linear_combination 2 * hS - hW
```

The theorem allows $R=0$, where both sides are zero.

**Q:** Does it give the orthogonality I expect for states in a hard-walled sphere?

**A:** Yes. If $u_1(R)=u_2(R)=0$, the left side vanishes. For $e_1\ne e_2$ one can divide by $2(e_1-e_2)$, and $\langle u_1|S|u_2\rangle=0$. The ordinary integral $\int_0^R u_1u_2\,dr$ need not vanish by itself.

```lean
/-- For continuous projectors and symmetric `D`, `q`, two solutions with different energies that
both vanish at `R` are orthogonal in the ultrasoft scalar product. -/
theorem ultrasoft_orthogonality (hR : 0 ≤ R) (hp : ∀ i, ContinuousOn (p i) (Icc 0 R))
    (hD : D.IsSymm) (hq : q.IsSymm) (h₁ : IsSolution R V p D q e₁ u₁ du₁)
    (h₂ : IsSolution R V p D q e₂ u₂ du₂) (he : e₁ ≠ e₂) (hu₁ : u₁ R = 0) (hu₂ : u₂ R = 0) :
    overlap R p q u₁ u₂ = 0 := by
  have h := ultrasoft_wronskian hR hp hD hq h₁ h₂
  rw [hu₁, hu₂, zero_mul, mul_zero, sub_zero] at h
  exact (mul_eq_zero.1 h.symm).resolve_left (mul_ne_zero two_ne_zero (sub_ne_zero.2 he))
```

**Q:** My slope involves a whole family of solutions. Surely some continuity in the energy has to enter?

**A:** It enters as a hypothesis: as $e\to e_0$, the solutions $u_e$ converge to $u_{e_0}$ uniformly on $[0,R]$. When the solution at $e_0$ is unique up to a factor, this normally amounts to a consistent choice of normalisation as the energy varies. An erratic rescaling of $u_e$ would leave the logarithmic derivative alone but could destroy the convergence. No convergence of $u_e'$ is assumed.

The next lemma passes the limit through an integral against a fixed continuous $f$. Once $|u_e-u_{e_0}|<1$ on the interval, the integrand is bounded by $|f|(|u_{e_0}|+1)$, and dominated convergence applies. With $f=p_i$ this gives convergence of the coefficients, and with $f=u_{e_0}$ that of the ordinary integral in the scalar product.

```lean
/-- If continuous radial functions `u e` converge uniformly on `[0, R]` to `u e₀` as `e → e₀`,
their integrals against a fixed continuous function converge. -/
theorem tendsto_pairing (hR : 0 ≤ R) {f : ℝ → ℝ} (hf : ContinuousOn f (Icc 0 R))
    {u : ℝ → ℝ → ℝ} {e₀ : ℝ} (hc : ∀ᶠ e in 𝓝 e₀, ContinuousOn (u e) (Icc 0 R))
    (hu : TendstoUniformlyOn u (u e₀) (𝓝 e₀) (Icc 0 R)) :
    Tendsto (fun e => ∫ r in (0 : ℝ)..R, f r * u e r) (𝓝 e₀)
      (𝓝 (∫ r in (0 : ℝ)..R, f r * u e₀ r)) := by
  have hsub : ∀ r ∈ Set.uIoc 0 R, r ∈ Icc 0 R := fun r hr => by
    rw [uIoc_of_le hR] at hr
    exact Ioc_subset_Icc_self hr
  -- dominated convergence with the bound |f| (|u e₀| + 1)
  refine intervalIntegral.tendsto_integral_filter_of_dominated_convergence
    (fun r => |f r| * (|u e₀ r| + 1)) ?_ ?_ ?_ ?_
  · filter_upwards [hc] with e he
    exact (intervalIntegrable_iff.mp
      ((hf.mul he).intervalIntegrable_of_Icc hR)).aestronglyMeasurable
  · filter_upwards [Metric.tendstoUniformlyOn_iff.mp hu 1 one_pos] with e he
    refine Eventually.of_forall fun r hr => ?_
    have h1 := he r (hsub r hr)
    rw [Real.dist_eq, abs_sub_comm] at h1
    have h2 := abs_sub_abs_le_abs_sub (u e r) (u e₀ r)
    rw [Real.norm_eq_abs, abs_mul]
    exact mul_le_mul_of_nonneg_left (by linarith) (abs_nonneg _)
  · exact (hf.abs.mul (hc.self_of_nhds.abs.add continuousOn_const)).intervalIntegrable_of_Icc hR
  · exact Eventually.of_forall fun r hr => (hu.tendsto_at (hsub r hr)).const_mul (f r)
```

**Q:** Then how do you get the slope without differentiating $u_e$ with respect to energy?

**A:** By applying the identity to the difference quotient. Let $L(e)=u_e'(R)/u_e(R)$ and assume $u_{e_0}(R)\neq0$. By convergence, $u_e(R)\ne0$ for $e$ near $e_0$. For such $e\ne e_0$,

$$\begin{aligned}\frac{L(e)-L(e_0)}{e-e_0}&=\frac{u_{e_0}(R)u_e'(R)-u_{e_0}'(R)u_e(R)}{(e-e_0)\,u_{e_0}(R)u_e(R)}\\&=\frac{2(e_0-e)\langle u_{e_0}|S|u_e\rangle}{(e-e_0)\,u_{e_0}(R)u_e(R)}=-\frac{2\langle u_{e_0}|S|u_e\rangle}{u_{e_0}(R)u_e(R)}.\end{aligned}$$

Letting $e\to e_0$ gives

$$L'(e_0)=-\frac{2\langle u_{e_0}|S|u_{e_0}\rangle}{u_{e_0}(R)^2}.$$

The functions are not normalised in the code, and the ratio doesn't depend on their scale. If $\langle u_{e_0}|S|u_{e_0}\rangle=1$ inside the sphere, the slope is $-2/u_{e_0}(R)^2$.

In the proof, `hS` is the limit of the scalar product and `hlim` that of the last quotient above. The final `filter_upwards` block restricts to energies near $e_0$ but different from it, where `hW` evaluates the difference quotient.

```lean
/-- Let projectors be continuous, `D`, `q` symmetric, and let solutions `u e` converge uniformly
to `u e₀` as `e → e₀`, with `u e₀ R ≠ 0`. The energy derivative of the logarithmic derivative at
`R` is then `-2` times the ultrasoft scalar product of `u e₀` with itself over `(u e₀ R)²`. -/
theorem logDeriv_energy_derivative (hR : 0 ≤ R) (hp : ∀ i, ContinuousOn (p i) (Icc 0 R))
    (hD : D.IsSymm) (hq : q.IsSymm) {u du : ℝ → ℝ → ℝ} {e₀ : ℝ}
    (hsol : ∀ᶠ e in 𝓝 e₀, IsSolution R V p D q e (u e) (du e))
    (hu : TendstoUniformlyOn u (u e₀) (𝓝 e₀) (Icc 0 R)) (hne : u e₀ R ≠ 0) :
    HasDerivAt (fun e => du e R / u e R)
      (-2 * overlap R p q (u e₀) (u e₀) / (u e₀ R) ^ 2) e₀ := by
  have h₀ := hsol.self_of_nhds
  have hc := hsol.mono fun e he => he.cont
  have hcj (j : ι) : Tendsto (fun e => projCoeff R p (u e) j) (𝓝 e₀)
      (𝓝 (projCoeff R p (u e₀) j)) := tendsto_pairing hR (hp j) hc hu
  have hS : Tendsto (fun e => overlap R p q (u e₀) (u e)) (𝓝 e₀)
      (𝓝 (overlap R p q (u e₀) (u e₀))) :=
    (tendsto_pairing hR h₀.cont hc hu).add (tendsto_finsetSum _ fun i _ =>
      tendsto_finsetSum _ fun j _ => (hcj j).const_mul _)
  have huR := hu.tendsto_at (right_mem_Icc.2 hR)
  have hlim : Tendsto (fun e => -2 * overlap R p q (u e₀) (u e) / (u e₀ R * u e R)) (𝓝 e₀)
      (𝓝 (-2 * overlap R p q (u e₀) (u e₀) / (u e₀ R) ^ 2)) := by
    rw [pow_two]
    exact (hS.const_mul (-2)).div (huR.const_mul _) (mul_ne_zero hne hne)
  rw [hasDerivAt_iff_tendsto_slope]
  refine (hlim.mono_left nhdsWithin_le_nhds).congr' ?_
  -- the Wronskian identity evaluates the difference quotient
  filter_upwards [self_mem_nhdsWithin, nhdsWithin_le_nhds hsol,
    nhdsWithin_le_nhds (huR.eventually_ne hne)] with e he hs hn
  have hW := ultrasoft_wronskian hR hp hD hq h₀ hs
  have he' : e - e₀ ≠ 0 := sub_ne_zero.2 he
  simp only [slope_def_field]
  rw [div_sub_div _ _ hn hne, div_div, div_eq_div_iff (mul_ne_zero hne hn)
    (mul_ne_zero (mul_ne_zero hn hne) he')]
  linear_combination (-(u e R * u e₀ R)) * hW

end

end UltrasoftWronskian
```

```lean
#print axioms UltrasoftWronskian.ultrasoft_wronskian
-- 'UltrasoftWronskian.ultrasoft_wronskian' depends on axioms: [propext, Classical.choice, Quot.sound]
#print axioms UltrasoftWronskian.ultrasoft_orthogonality
-- 'UltrasoftWronskian.ultrasoft_orthogonality' depends on axioms: [propext, Classical.choice, Quot.sound]
#print axioms UltrasoftWronskian.logDeriv_energy_derivative
-- 'UltrasoftWronskian.logDeriv_energy_derivative' depends on axioms: [propext, Classical.choice, Quot.sound]
```

**Q:** So have you proved that my pseudopotential has the all-electron slope?

**A:** No. The theorems take $q$ to be any real symmetric matrix and don't compare two problems. Two properties of your construction would supply the comparison: $u_{e_0}(R)$ equals its all-electron counterpart, and $q$ makes $\langle u_{e_0}|S|u_{e_0}\rangle$ equal to the all-electron norm inside $R$. If both hold, the slope formula gives the same value for both problems. The non-relativistic all-electron problem is the case with no projectors.

**Q:** What else should I keep in mind before using it?

**A:** $V$, $D$, $q$ and the projectors are the same at all the energies compared, so a self-consistent update between two energies breaks the assumptions. The existence of the solutions and their uniform convergence are assumed, not derived. Within those limits, the identity lets you check a radial solver: compute the Wronskian from boundary values, compute the scalar product by quadrature, and compare the two sides.
